# For a fixed symmetric Hamiltonian, the best rotation of an orbital along its nonzero residual keeps the electron number and lowers the energy

An orbital-free code that minimises over the square root $\phi$ of the density has to keep the electron number $N=\|\phi\|^2$ fixed. A plain gradient step breaks this. If $r$ is the residual, which is orthogonal to $\phi$, then $\phi-t\,r$ has squared norm $N+t^2\|r\|^2$, and a line search along $t$ compares energies of systems with different numbers of electrons. A second fault is quieter: if the initial slope handed to the line search lacks a factor of $2$ or $\sqrt N$, the sufficient-decrease test measures each step against the wrong prediction.

Rotating $\phi$ towards an orthogonal direction of equal norm avoids the first fault, and using the exact slope along that rotation avoids the second. For a Hamiltonian held fixed during the step, the slope and the best angle have closed forms.

## Norm, slope and minimum along the rotation

Let $H$ be a symmetric linear map on a real inner-product space, and write $\mathcal E(\chi)=\langle\chi,H\chi\rangle$ for the energy of an orbital $\chi$. For a trial orbital $\phi$ with $\|\phi\|^2=N$, set

$$\mu=\frac{\mathcal E(\phi)}{N},\qquad r=H\phi-\mu\phi,\qquad \psi=-\sqrt N\,\frac{r}{\|r\|},\qquad \phi_\theta=\cos\theta\,\phi+\sin\theta\,\psi .$$

If $r\neq0$, then:

- $\|\phi_\theta\|^2=N$ for every $\theta$;
- the derivative of $\mathcal E(\phi_\theta)$ at $\theta=0$ is $-2\sqrt N\,\|r\|$;
- an explicit angle strictly between $0$ and $\pi/2$ minimises $\mathcal E(\phi_\theta)$ over all $\theta$, and the minimum is strictly below $\mu N$.

The orbital is normalised to $N$, not to one. For the unit vector $u=\phi/\sqrt N$ with residual $s=Hu-\mu u=r/\sqrt N$, the energy is $\mu$ and the slope is $-2\|s\|$.

## Where a line search uses the slope and the angle

A minimiser that updates $\phi$ by rotation needs the slope at $\theta=0$ for its Armijo or Wolfe test, and needs it to be negative. In orbital-free electronic structure the result supplies both, and a closed-form step length as well, for steepest descent with the effective Hamiltonian frozen during the step. The same formulas apply to a single-vector search for the lowest eigenvector of a real symmetric matrix.

## The energy as a single harmonic in $2\theta$

A nonzero residual forces $\phi\neq0$, since $\phi=0$ would give $r=0$. Hence $N>0$.

**Orthogonality and norm.** By the definition of $\mu$,

$$\langle\phi,r\rangle=\langle\phi,H\phi\rangle-\mu\langle\phi,\phi\rangle=\mu N-\mu N=0 .$$

So $\langle\phi,\psi\rangle=0$, and $\|\psi\|^2=N\|r\|^2/\|r\|^2=N$. Therefore

$$\|\phi_\theta\|^2=N\cos^2\theta+2\sin\theta\cos\theta\,\langle\phi,\psi\rangle+N\sin^2\theta=N .$$

**Coupling.** Put $b=\sqrt N\,\|r\|>0$. Since $H\phi=r+\mu\phi$,

$$\langle\psi,H\phi\rangle=\langle\psi,r\rangle+\mu\langle\psi,\phi\rangle=-\sqrt N\,\frac{\|r\|^2}{\|r\|}=-b .$$

**Energy.** Symmetry gives $\langle\phi,H\psi\rangle=\langle\psi,H\phi\rangle=-b$, so

$$\mathcal E(\phi_\theta)=\cos^2\theta\,\mathcal E(\phi)+\sin^2\theta\,\mathcal E(\psi)-2b\sin\theta\cos\theta .$$

With $D=\tfrac12\left(\mathcal E(\psi)-\mathcal E(\phi)\right)$ and the double-angle formulas,

$$\mathcal E(\phi_\theta)=\frac{\mathcal E(\phi)+\mathcal E(\psi)}2-D\cos2\theta-b\sin2\theta .$$

**Slope.** The derivative is $2D\sin2\theta-2b\cos2\theta$, which equals $-2b=-2\sqrt N\,\|r\|$ at $\theta=0$.

**Minimum.** Let $R=\sqrt{D^2+b^2}$. From

$$(D\cos2\theta+b\sin2\theta)^2+(D\sin2\theta-b\cos2\theta)^2=R^2$$

it follows that $D\cos2\theta+b\sin2\theta\le R$. Because $b>0$, we have $-R<D<R$, so

$$\theta_*=\tfrac12\arccos\frac DR$$

lies strictly between $0$ and $\pi/2$. There $\cos2\theta_*=D/R$ and $\sin2\theta_*=\sqrt{1-D^2/R^2}=b/R$, which gives $D\cos2\theta_*+b\sin2\theta_*=R$, so the bound is attained. The mean energy is $\mu N+D$, and hence

$$\mathcal E(\phi_{\theta_*})=\mu N-(R-D)<\mu N .$$

**Stationarity.** If $\phi$ already has the lowest energy at its norm, a nonzero residual would yield an orbital of equal norm and lower energy. So $r=0$, that is, $H\phi=\mu\phi$.

## The Lean source

```lean
import Mathlib

open Real

namespace OrbitalFreeLineSearch

noncomputable section

variable {E : Type*} [NormedAddCommGroup E] [InnerProductSpace ℝ E]

/-- The energy `⟨φ, H φ⟩` of an orbital that need not be normalised to one. -/
def energy (H : E →ₗ[ℝ] E) (φ : E) : ℝ := inner ℝ φ (H φ)

/-- The chemical potential `μ = ⟨φ, H φ⟩ / ‖φ‖²` of a nonzero orbital `φ`. -/
def chemPot (H : E →ₗ[ℝ] E) (φ : E) : ℝ := energy H φ / ‖φ‖ ^ 2

/-- The residual `r = H φ - μ φ` of a nonzero orbital `φ`. -/
def residual (H : E →ₗ[ℝ] E) (φ : E) : E := H φ - chemPot H φ • φ

/-- The steepest-descent direction `ψ = -‖φ‖ r / ‖r‖`, for a nonzero residual `r`. -/
def descentDir (H : E →ₗ[ℝ] E) (φ : E) : E :=
  (-(‖φ‖ / ‖residual H φ‖)) • residual H φ

/-- The trial orbital `cos θ φ + sin θ ψ`, for a nonzero residual. -/
def rotated (H : E →ₗ[ℝ] E) (φ : E) (θ : ℝ) : E :=
  cos θ • φ + sin θ • descentDir H φ

/-- Half the energy difference between the descent direction and the orbital,
for a nonzero residual. -/
def halfGap (H : E →ₗ[ℝ] E) (φ : E) : ℝ :=
  (energy H (descentDir H φ) - energy H φ) / 2

/-- The amplitude `R = √(D² + ‖φ‖² ‖r‖²)`, with `D` the half gap, for a nonzero residual. -/
def amplitude (H : E →ₗ[ℝ] E) (φ : E) : ℝ :=
  √(halfGap H φ ^ 2 + (‖φ‖ * ‖residual H φ‖) ^ 2)

/-- The rotation angle `arccos (D / R) / 2`, for a nonzero residual. -/
def optimalAngle (H : E →ₗ[ℝ] E) (φ : E) : ℝ :=
  arccos (halfGap H φ / amplitude H φ) / 2

variable {H : E →ₗ[ℝ] E} {φ : E}

/-- The residual is orthogonal to the orbital. -/
theorem inner_residual (H : E →ₗ[ℝ] E) (φ : E) : inner ℝ φ (residual H φ) = 0 := by
  by_cases h : φ = 0
  · simp [h]
  · have hφ : ‖φ‖ ≠ 0 := norm_ne_zero_iff.mpr h
    have h2 : chemPot H φ * ‖φ‖ ^ 2 = energy H φ := by
      unfold chemPot
      field_simp
    rw [residual, inner_sub_right, inner_smul_right, real_inner_self_eq_norm_sq, h2,
      energy, sub_self]

/-- For a nonzero residual, the descent direction is orthogonal to the orbital, has the
same norm, and couples to it through `⟨ψ, H φ⟩ = -‖φ‖ ‖r‖`. -/
theorem descentDir_spec (hr : residual H φ ≠ 0) :
    inner ℝ φ (descentDir H φ) = 0 ∧ ‖descentDir H φ‖ = ‖φ‖ ∧
      inner ℝ (descentDir H φ) (H φ) = -(‖φ‖ * ‖residual H φ‖) := by
  have hn : ‖residual H φ‖ ≠ 0 := norm_ne_zero_iff.mpr hr
  have horth : inner ℝ φ (descentDir H φ) = 0 := by
    rw [descentDir, real_inner_smul_right, inner_residual, mul_zero]
  refine ⟨horth, ?_, ?_⟩
  · rw [descentDir, norm_smul, norm_neg, norm_div, norm_norm, norm_norm]
    field_simp
  · -- only the residual part of `H φ` contributes
    have hH : H φ = residual H φ + chemPot H φ • φ := by
      rw [residual, sub_add_cancel]
    have h1 : inner ℝ (descentDir H φ) (residual H φ) = -(‖φ‖ * ‖residual H φ‖) := by
      rw [descentDir, real_inner_smul_left, real_inner_self_eq_norm_sq]
      field_simp
    have h2 : inner ℝ (descentDir H φ) φ = 0 := (real_inner_comm _ _).trans horth
    rw [hH, inner_add_right, real_inner_smul_right, h1, h2, mul_zero, add_zero]

/-- For a nonzero residual, the rotation conserves the particle number `N = ‖φ‖²`. -/
theorem norm_sq_rotated {N : ℝ} (hN : ‖φ‖ ^ 2 = N) (hr : residual H φ ≠ 0) (θ : ℝ) :
    ‖rotated H φ θ‖ ^ 2 = N := by
  obtain ⟨horth, hnorm, -⟩ := descentDir_spec hr
  rw [← hN, rotated, norm_add_sq_real, norm_smul, norm_smul, real_inner_smul_left,
    real_inner_smul_right, horth, hnorm, mul_pow, mul_pow, Real.norm_eq_abs,
    Real.norm_eq_abs, sq_abs, sq_abs]
  linear_combination ‖φ‖ ^ 2 * sin_sq_add_cos_sq θ

/-- For symmetric `H` and a nonzero residual, the energy along the rotation is a constant
plus a single harmonic in `2θ`. -/
theorem energy_rotated (hH : H.IsSymmetric) (hr : residual H φ ≠ 0) (θ : ℝ) :
    energy H (rotated H φ θ) = (energy H φ + energy H (descentDir H φ)) / 2
      - halfGap H φ * cos (2 * θ) - ‖φ‖ * ‖residual H φ‖ * sin (2 * θ) := by
  obtain ⟨-, -, hB⟩ := descentDir_spec hr
  have hs : inner ℝ φ (H (descentDir H φ)) = inner ℝ (descentDir H φ) (H φ) :=
    (hH φ (descentDir H φ)).symm.trans (real_inner_comm _ _)
  rw [cos_two_mul, sin_two_mul]
  simp only [halfGap, energy, rotated, map_add, map_smul, inner_add_left, inner_add_right,
    real_inner_smul_left, real_inner_smul_right, hs, hB]
  linear_combination
    inner ℝ (descentDir H φ) (H (descentDir H φ)) * sin_sq_add_cos_sq θ

/-- For symmetric `H` and a nonzero residual, the energy slope at the start of the
rotation is `-2 √N ‖r‖`, where `N = ‖φ‖²`. -/
theorem energy_slope {N : ℝ} (hH : H.IsSymmetric) (hN : ‖φ‖ ^ 2 = N)
    (hr : residual H φ ≠ 0) :
    HasDerivAt (fun θ => energy H (rotated H φ θ)) (-2 * √N * ‖residual H φ‖) 0 := by
  have h2 : HasDerivAt (fun θ : ℝ => 2 * θ) 2 0 := by
    simpa using (hasDerivAt_id' (0 : ℝ)).const_mul (2 : ℝ)
  have h := ((h2.cos.const_mul (halfGap H φ)).const_sub
    ((energy H φ + energy H (descentDir H φ)) / 2)).fun_sub
    (h2.sin.const_mul (‖φ‖ * ‖residual H φ‖))
  rw [funext (energy_rotated hH hr)]
  refine h.congr_deriv ?_
  rw [← hN, sqrt_sq (norm_nonneg φ), mul_zero, sin_zero, cos_zero]
  ring

/-- For symmetric `H`, `‖φ‖² = N` and a nonzero residual, the optimal angle lies strictly
between `0` and `π/2`, minimises the energy over all rotation angles, and gives an energy
strictly below `μ N`. -/
theorem line_minimum {N : ℝ} (hH : H.IsSymmetric) (hN : ‖φ‖ ^ 2 = N)
    (hr : residual H φ ≠ 0) :
    0 < optimalAngle H φ ∧ optimalAngle H φ < π / 2 ∧
      (∀ θ, energy H (rotated H φ (optimalAngle H φ)) ≤ energy H (rotated H φ θ)) ∧
      energy H (rotated H φ (optimalAngle H φ)) < chemPot H φ * N := by
  have hφ : φ ≠ 0 := by
    rintro rfl
    exact hr (by simp [residual])
  have hμ : chemPot H φ * N = energy H φ := by
    have hn : ‖φ‖ ≠ 0 := norm_ne_zero_iff.mpr hφ
    rw [← hN, chemPot]
    field_simp
  have hb : 0 < ‖φ‖ * ‖residual H φ‖ :=
    mul_pos (norm_pos_iff.mpr hφ) (norm_pos_iff.mpr hr)
  have hgap : energy H (descentDir H φ) - energy H φ = 2 * halfGap H φ := by
    unfold halfGap
    ring
  have hang : 2 * optimalAngle H φ = arccos (halfGap H φ / amplitude H φ) := by
    unfold optimalAngle
    ring
  have hR : 0 < amplitude H φ := sqrt_pos.mpr (by positivity)
  have hR2 : amplitude H φ ^ 2 = halfGap H φ ^ 2 + (‖φ‖ * ‖residual H φ‖) ^ 2 :=
    sq_sqrt (by positivity)
  have hE := energy_rotated hH hr
  generalize ‖φ‖ * ‖residual H φ‖ = b at hb hR2 hE
  generalize halfGap H φ = D at hgap hang hR2 hE
  generalize amplitude H φ = R at hang hR hR2
  have hDR : D < R := by
    by_contra h
    nlinarith [pow_pos hb 2]
  have hRD : -R < D := by
    by_contra h
    nlinarith [pow_pos hb 2]
  -- the optimal angle aligns the harmonic with its amplitude
  have hc : cos (2 * optimalAngle H φ) = D / R := by
    rw [hang]
    exact cos_arccos (by rw [le_div_iff₀ hR]; linarith) (by rw [div_le_iff₀ hR]; linarith)
  have hs : sin (2 * optimalAngle H φ) = b / R := by
    have h1 : 1 - (D / R) ^ 2 = (b / R) ^ 2 := by
      field_simp
      linarith
    rw [hang, sin_arccos, h1, sqrt_sq (by positivity)]
  have hspos : 0 < sin (2 * optimalAngle H φ) := by
    rw [hs]
    positivity
  have hmin : D * (D / R) + b * (b / R) = R := by
    field_simp
    linarith
  have h0 : 0 ≤ 2 * optimalAngle H φ := hang ▸ arccos_nonneg _
  have hpi : 2 * optimalAngle H φ ≤ π := hang ▸ arccos_le_pi _
  have h0' : 2 * optimalAngle H φ ≠ 0 := fun h => by simp [h] at hspos
  have hpi' : 2 * optimalAngle H φ ≠ π := fun h => by simp [h] at hspos
  refine ⟨by linarith [lt_of_le_of_ne h0 h0'.symm],
    by linarith [lt_of_le_of_ne hpi hpi'], fun θ => ?_, ?_⟩
  · -- no angle takes the energy further below its mean over the rotation than the amplitude
    have hle : D * cos (2 * θ) + b * sin (2 * θ) ≤ R := by
      have hid : (D * cos (2 * θ) + b * sin (2 * θ)) ^ 2
          + (D * sin (2 * θ) - b * cos (2 * θ)) ^ 2 = R ^ 2 := by
        linear_combination (D ^ 2 + b ^ 2) * sin_sq_add_cos_sq (2 * θ) - hR2
      by_contra h
      nlinarith [sq_nonneg (D * sin (2 * θ) - b * cos (2 * θ))]
    rw [hE, hE θ, hc, hs]
    linarith
  · rw [hμ, hE, hc, hs]
    linarith

/-- If `H` is symmetric and `φ` has the lowest energy among all orbitals of the same norm,
then `φ` satisfies the Euler equation `H φ = μ φ`. -/
theorem euler_equation_of_minimal (hH : H.IsSymmetric)
    (hmin : ∀ χ : E, ‖χ‖ ^ 2 = ‖φ‖ ^ 2 → energy H φ ≤ energy H χ) :
    H φ = chemPot H φ • φ := by
  by_contra h
  have hr : residual H φ ≠ 0 := sub_ne_zero.mpr h
  obtain ⟨-, -, hle, hlt⟩ := line_minimum hH rfl hr
  have hφ : ‖φ‖ ≠ 0 := by
    intro h0
    exact h (by simp [norm_eq_zero.mp h0])
  have hμ : chemPot H φ * ‖φ‖ ^ 2 = energy H φ := by
    unfold chemPot
    field_simp
  -- the rotated orbital would have the same norm and a lower energy
  linarith [hmin _ (norm_sq_rotated rfl hr (optimalAngle H φ))]

end

end OrbitalFreeLineSearch
```

```lean
#print axioms OrbitalFreeLineSearch.energy_rotated
-- 'OrbitalFreeLineSearch.energy_rotated' depends on axioms: [propext, Classical.choice, Quot.sound]
#print axioms OrbitalFreeLineSearch.energy_slope
-- 'OrbitalFreeLineSearch.energy_slope' depends on axioms: [propext, Classical.choice, Quot.sound]
#print axioms OrbitalFreeLineSearch.euler_equation_of_minimal
-- 'OrbitalFreeLineSearch.euler_equation_of_minimal' depends on axioms: [propext, Classical.choice, Quot.sound]
```

## The physical quantities in Lean

The space `E` is any real inner-product space, of finite or infinite dimension, and `H : E →ₗ[ℝ] E` is a linear map defined on all of it. The continuum kinetic-energy operator is not defined on all of $L^2$, so the theorems do not cover it on that space; they do cover its symmetric matrix on a grid or in a finite orthonormal basis. The hypothesis `H.IsSymmetric` stands for a Hermitian Hamiltonian that takes real orbitals to real orbitals. On a grid, the inner product carries the volume weights, and $H$ must be symmetric with respect to that weighted product.

The definitions `energy`, `chemPot`, `residual`, `descentDir` and `rotated` are $\mathcal E$, $\mu$, $r$, $\psi$ and $\phi_\theta$, with $\sqrt N$ written as `‖φ‖`. `halfGap`, `amplitude` and `optimalAngle` are $D$, $R$ and $\theta_*$. Two names differ from common use. `chemPot` is the Rayleigh quotient of any trial orbital, not the derivative of a ground-state energy with respect to $N$. `halfGap` is not a spectral gap and may be negative. The description of `descentDir` as the steepest-descent direction assumes that $H$ is symmetric; for other linear maps $\psi$ need not lower the energy at all.

- `norm_sq_rotated` states conservation of $N$ and needs no symmetry of $H$.
- `energy_slope` uses `HasDerivAt`, which says that the derivative at $0$ exists and has the given value.
- `line_minimum` gives the two bounds on the angle, minimality over all real $\theta$, and the strict inequality with $\mu N$. It does not state the size $R-D$ of the drop.
- `euler_equation_of_minimal` is the stationarity condition. It assumes that $\phi$ is a minimiser and does not show that one exists.

## From orthogonality to the strict drop

`inner_residual` treats $\phi=0$ separately and otherwise cancels $\mu\|\phi\|^2$ against the energy. `descentDir_spec` collects the three facts about $\psi$: orthogonality, equal norm and the coupling $-b$. The coupling comes from splitting $H\phi$ into $r+\mu\phi$, as above.

`energy_rotated` expands the inner products with `simp only`, inserts the symmetry relation and the coupling, and closes with `linear_combination` and $\sin^2\theta+\cos^2\theta=1$. `energy_slope` differentiates this harmonic form.

In `line_minimum`, the `generalize` steps replace the norms and energies by plain real numbers `b`, `D` and `R`. The facts `hDR` and `hRD` are $D<R$ and $-R<D$; `hc` and `hs` give the cosine and sine of $2\theta_*$. The positive sine excludes the end points $0$ and $\pi$ for $2\theta_*$. The sum-of-squares identity `hid` then gives minimality, and `hDR` the strict drop. `euler_equation_of_minimal` applies this theorem to a supposed nonzero residual and reaches a contradiction.

## A frozen Hamiltonian and a density-dependent one

The step from this model to a working orbital-free calculation is the dependence of $H$ on the density. There the Hartree and exchange-correlation potentials change as $\phi$ rotates, as does the potential from any kinetic term beyond the von Weizsäcker one, and the total energy is not $\langle\phi,H\phi\rangle$. If the total energy is differentiable with gradient $2H\phi$ at the current orbital, the chain rule still gives the slope $-2\sqrt N\,\|r\|$. The angle $\theta_*$ is then only a trial step, and the code has to check the true energy. This extension is an informal argument and has no theorem behind it here.

The direction is steepest descent. A preconditioned or conjugate direction has a different coupling to $\phi$, so its slope must be computed afresh. Nothing is said about how many such steps reach convergence, or whether they find the ground state: an excited eigenvector also has zero residual, and the search stops there.

The theorems are about real numbers, not floating-point ones. When $b$ is tiny compared with a positive $D$, the computed $D/R$ rounds to $1$ and the arccosine returns zero. The equivalent form $\theta_*=\tfrac12\,\mathrm{atan2}(b,D)$ avoids that loss.
